# In a dot more polarisable than its surroundings, electron and hole polarisation energies on one diameter cancel only at coincidence

We model the dot as a dielectric sphere of radius 1 with a sharp surface, relative permittivity p inside and q outside, and p > q > 0. The electron and the hole are classical point charges on one diameter, at signed positions x and y with |x| < 1 and |y| < 1. The sign records the side of the centre, so a single formula serves for charges on the same side and on opposite sides. The energies that cancel are the two self-energies, both positive, and the mutual polarisation term, which is negative; the direct Coulomb attraction is not included.

## Surface reflection and a sum of squares

Place a unit charge at s on the diameter. Between the charge and the surface, the l-th multipole of the potential has the radial part

s^l/(p r^(l+1)) + B r^l,

a direct field plus a reflected one. Outside the sphere it is C/r^(l+1). Continuity of the potential and of the normal displacement at r = 1 gives

s^l/p + B = C,

−(l+1) s^l + p l B = −q (l+1) C.

Inserting the first equation into the second and collecting B,

B (l p + (l+1) q) = (l+1)(p − q) s^l/p.

Hence B = A_l s^l with

A_l = (l+1)(p − q) / (p (l p + (l+1) q)).

On the diameter, the angular factor P_l(±1) = (±1)^l is absorbed by the signed coordinate. The reflected potential at y due to a unit charge at x is therefore

W(x,y) = Σ_l A_l (xy)^l.

Since l p ≥ 0, the denominator of A_l is at least p(l+1)q, so

0 < A_l ≤ (p − q)/(pq).

Because |xy| < 1, the series converges by comparison with a geometric series.

For charges c_i at positions x_i, the polarisation energy is

E = ½ Σ_i Σ_j c_i c_j W(x_i,x_j) = ½ Σ_l A_l M_l², where M_l = Σ_i c_i x_i^l.

The factor ½ is the usual one for the energy of charges in a field that they induce themselves. Every term is nonnegative, so E ≥ 0, and E = 0 exactly when all the moments M_l vanish. For charges +1 at x and −1 at y, or the reverse, this reads

½W(x,x) + ½W(y,y) − W(x,y) = ½ Σ_l A_l (x^l − y^l)².

The l = 1 term is ½A_1(x − y)², so the energy vanishes only if x = y. At x = y every term is zero.

## From the matching conditions to the pair in Lean

```lean
import Mathlib

open Finset

namespace DielectricDotPolarisation

noncomputable section
```

The coefficient A_l is `coeff p q l`. Lengths are in units of the dot radius R, and energies in units of e²/(4πε₀R).

```lean
/-- Reflection coefficient of the `l`-th multipole at the surface of a unit sphere with
permittivity `p` inside and `q` outside, for `p, q > 0`. -/
def coeff (p q : ℝ) (l : ℕ) : ℝ :=
  ((l : ℝ) + 1) * (p - q) / (p * ((l : ℝ) * p + ((l : ℝ) + 1) * q))
```

The symbol `∑'` returns 0 for a series that is not summable, so `W` has its intended meaning only where the series converges; `summable_W` below proves convergence for p > q > 0 and |x|, |y| < 1.

```lean
/-- Polarisation potential at `y` due to a unit charge at `x`, both at signed positions on one
diameter strictly inside the unit sphere, for `p, q > 0`. -/
def W (p q x y : ℝ) : ℝ := ∑' l : ℕ, coeff p q l * (x * y) ^ l
```

The next two definitions are the radial functions on either side of the surface, with `B` and `C` still free.

```lean
/-- The `l`-th radial mode inside the sphere, between source and surface: the direct field
of a unit charge at `s` plus a reflected field of amplitude `B`, for `p ≠ 0` and `r ≠ 0`. -/
def innerMode (p s B : ℝ) (l : ℕ) (r : ℝ) : ℝ := s ^ l / p / r ^ (l + 1) + B * r ^ l

/-- The `l`-th decaying radial mode outside the sphere, with amplitude `C`, for `r ≠ 0`. -/
def outerMode (C : ℝ) (l : ℕ) (r : ℝ) : ℝ := C / r ^ (l + 1)
```

The energy of a finite set of charges includes the diagonal terms i = j, which are the self-energies. The direct Coulomb interaction between the charges is not part of it.

```lean
/-- Polarisation energy of charges `c i` at signed positions `x i` on one diameter, strictly inside
the unit sphere, self-energies included, for `p, q > 0`. -/
def polEnergy (p q : ℝ) {n : ℕ} (c x : Fin n → ℝ) : ℝ :=
  1 / 2 * ∑ i, ∑ j, c i * c j * W p q (x i) (x j)
```

The displacement condition needs radial slopes at the surface, and the quotient rule gives the slope of a decaying mode.

```lean
/-- The decaying mode `C / r ^ (l + 1)` has slope `-(l + 1) C` at the surface `r = 1`. -/
theorem hasDerivAt_outerMode (C : ℝ) (l : ℕ) :
    HasDerivAt (fun r : ℝ => C / r ^ (l + 1)) (-((l : ℝ) + 1) * C) 1 := by
  have h0 : HasDerivAt (fun r : ℝ => r ^ (l + 1)) ((l : ℝ) + 1) 1 := by
    simpa using hasDerivAt_pow (l + 1) (1 : ℝ)
  exact ((hasDerivAt_const (1 : ℝ) C).fun_div h0 (by simp)).congr_deriv
    (by simp only [one_pow]; ring)
```

The matching theorem is an equivalence: the two boundary conditions hold exactly when `B` and `C` have the values found above. It needs only positive permittivities. In the proof, `hin` and `hout` are the two slopes, `hk` clears the denominator of `coeff`, and the `linear_combination` steps eliminate one amplitude from the two linear equations.

The theorem treats one radial mode at a time. The Legendre expansion that assembles the modes into a potential in space belongs to the derivation by hand, and `W` is defined directly as the resulting series.

```lean
/-- For positive permittivities, the `l`-th modes of the potential and of the normal displacement
are continuous at the surface exactly when the reflected amplitude is `coeff p q l * s ^ l` and the
outer amplitude is the sum of the direct and reflected ones. -/
theorem surface_matching {p q : ℝ} (hp : 0 < p) (hq : 0 < q) (s B C : ℝ) (l : ℕ) :
    (innerMode p s B l 1 = outerMode C l 1 ∧
      p * deriv (innerMode p s B l) 1 = q * deriv (outerMode C l) 1) ↔
    (B = coeff p q l * s ^ l ∧ C = s ^ l / p + B) := by
  have hout : deriv (outerMode C l) 1 = -((l : ℝ) + 1) * C :=
    (hasDerivAt_outerMode C l).deriv
  have hpow : HasDerivAt (fun r : ℝ => B * r ^ l) ((l : ℝ) * B) 1 :=
    ((hasDerivAt_pow l (1 : ℝ)).const_mul B).congr_deriv (by simp only [one_pow]; ring)
  have hin : deriv (innerMode p s B l) 1 = -((l : ℝ) + 1) * (s ^ l / p) + (l : ℝ) * B :=
    ((hasDerivAt_outerMode (s ^ l / p) l).fun_add hpow).deriv
  have hk : B = coeff p q l * s ^ l ↔
      B * (p * ((l : ℝ) * p + ((l : ℝ) + 1) * q)) = ((l : ℝ) + 1) * (p - q) * s ^ l := by
    rw [coeff, div_mul_eq_mul_div, eq_div_iff (by positivity)]
  have hs : p * (s ^ l / p) = s ^ l := by field_simp
  rw [hin, hout, hk]
  simp only [innerMode, outerMode, one_pow, div_one, mul_one]
  -- the two matching conditions are linear in the amplitudes
  generalize s ^ l / p = t at hs ⊢
  constructor
  · rintro ⟨h1, h2⟩
    refine ⟨?_, h1.symm⟩
    linear_combination p * h2 + p * q * ((l : ℝ) + 1) * h1 + ((l : ℝ) + 1) * (p - q) * hs
  · rintro ⟨h1, h2⟩
    refine ⟨h2.symm, mul_left_cancel₀ hp.ne' ?_⟩
    linear_combination h1 + p * q * ((l : ℝ) + 1) * h2 - ((l : ℝ) + 1) * (p - q) * hs
```

The condition p > q enters as `hqp : q < p`. It says that the dot screens more strongly than its surroundings, and it makes every coefficient positive. The upper bound follows by cross-multiplication.

```lean
/-- If the dot is more polarisable than its surroundings, `p > q > 0`, every reflection
coefficient is positive and at most `(p - q) / (p q)`. -/
theorem coeff_bounds {p q : ℝ} (hq : 0 < q) (hqp : q < p) (l : ℕ) :
    0 < coeff p q l ∧ coeff p q l ≤ (p - q) / (p * q) := by
  have hp : 0 < p := hq.trans hqp
  have hd : 0 < p - q := sub_pos.2 hqp
  have hl : (0 : ℝ) ≤ l := Nat.cast_nonneg l
  unfold coeff
  refine ⟨by positivity, ?_⟩
  rw [div_le_div_iff₀ (by positivity) (by positivity)]
  nlinarith [mul_nonneg (mul_nonneg hd.le hp.le) (mul_nonneg hl hp.le)]
```

Convergence is the geometric comparison, with ratio |xy|.

```lean
/-- For `p > q > 0` and two points of one diameter strictly inside the sphere, the multipole series
of the polarisation potential converges. -/
theorem summable_W {p q x y : ℝ} (hq : 0 < q) (hqp : q < p) (hx : |x| < 1) (hy : |y| < 1) :
    Summable (fun l : ℕ => coeff p q l * (x * y) ^ l) := by
  have hxy : |x * y| < 1 := by
    rw [abs_mul]
    have := mul_le_mul_of_nonneg_left hy.le (abs_nonneg x)
    linarith
  -- comparison with a geometric series
  refine Summable.of_norm_bounded
    ((summable_geometric_of_lt_one (abs_nonneg _) hxy).mul_left ((p - q) / (p * q))) ?_
  intro l
  rw [Real.norm_eq_abs, abs_mul, abs_pow, abs_of_pos (coeff_bounds hq hqp l).1]
  exact mul_le_mul_of_nonneg_right (coeff_bounds hq hqp l).2 (by positivity)
```

`HasSum` states that the series of squared moments converges and that its sum is the energy. The proof exchanges the finite sums over charges with the sum over l, then expands the square of each moment into a double sum.

```lean
/-- For `p > q > 0` and charges on one diameter strictly inside the sphere, the polarisation energy
is a sum over `l` of squared multipole moments `∑ i, c i * x i ^ l` weighted by `coeff p q l / 2`.
-/
theorem hasSum_polEnergy {p q : ℝ} (hq : 0 < q) (hqp : q < p) {n : ℕ} (c x : Fin n → ℝ)
    (hx : ∀ i, |x i| < 1) :
    HasSum (fun l : ℕ => 1 / 2 * (coeff p q l * (∑ i, c i * x i ^ l) ^ 2))
      (polEnergy p q c x) := by
  have h := (hasSum_sum (fun i (_ : i ∈ (univ : Finset (Fin n))) =>
    hasSum_sum (fun j (_ : j ∈ (univ : Finset (Fin n))) =>
      (summable_W hq hqp (hx i) (hx j)).hasSum.mul_left (c i * c j)))).mul_left (1 / 2 : ℝ)
  have hf : (fun l : ℕ => 1 / 2 * (coeff p q l * (∑ i, c i * x i ^ l) ^ 2)) =
      fun l : ℕ => 1 / 2 * ∑ i, ∑ j, c i * c j * (coeff p q l * (x i * x j) ^ l) := by
    funext l
    rw [sq, Finset.sum_mul_sum, Finset.mul_sum]
    congr 1
    refine Finset.sum_congr rfl fun i _ => ?_
    rw [Finset.mul_sum]
    refine Finset.sum_congr rfl fun j _ => ?_
    rw [mul_pow]
    ring
  rw [hf]
  exact h
```

Nonnegativity is now read off term by term. If the total is zero, `le_hasSum` bounds each nonnegative term by zero, and since `coeff p q l` is positive, the moment itself must vanish.

```lean
/-- For `p > q > 0` and charges strictly inside the sphere on one diameter, the polarisation
energy is nonnegative, and it is zero exactly when every multipole moment vanishes. -/
theorem polEnergy_nonneg_and_eq_zero_iff {p q : ℝ} (hq : 0 < q) (hqp : q < p) {n : ℕ}
    (c x : Fin n → ℝ) (hx : ∀ i, |x i| < 1) :
    0 ≤ polEnergy p q c x ∧
      (polEnergy p q c x = 0 ↔ ∀ l : ℕ, ∑ i, c i * x i ^ l = 0) := by
  have h := hasSum_polEnergy hq hqp c x hx
  have hpos : ∀ l : ℕ, 0 ≤ 1 / 2 * (coeff p q l * (∑ i, c i * x i ^ l) ^ 2) := fun l =>
    mul_nonneg (by norm_num) (mul_nonneg (coeff_bounds hq hqp l).1.le (sq_nonneg _))
  refine ⟨h.nonneg hpos, fun h0 l => ?_, fun hm => ?_⟩
  · -- one nonnegative term cannot exceed the total
    have hle := le_hasSum h l (fun j _ => hpos j)
    rw [h0] at hle
    have hz := le_antisymm hle (hpos l)
    have hA := (coeff_bounds hq hqp l).1.ne'
    simpa [hA] using hz
  · refine h.unique ?_
    simp [hm]
```

When the positions are distinct, the vanishing moments form a Vandermonde system, whose only solution is zero charge everywhere. No nontrivial arrangement of charges at distinct points of the diameter is therefore free of polarisation energy.

```lean
/-- For `p > q > 0`, charges at distinct points of one diameter strictly inside the sphere
have zero polarisation energy only if all of them are zero. -/
theorem charges_eq_zero_of_polEnergy_eq_zero {p q : ℝ} (hq : 0 < q) (hqp : q < p) {n : ℕ}
    (c x : Fin n → ℝ) (hx : ∀ i, |x i| < 1) (hinj : Function.Injective x)
    (h0 : polEnergy p q c x = 0) : c = 0 :=
  -- the moments form an invertible Vandermonde system for the charges
  Matrix.eq_zero_of_forall_pow_sum_mul_pow_eq_zero hinj
    fun l => (polEnergy_nonneg_and_eq_zero_iff hq hqp c x hx).2.1 h0 l
```

The pair is the case of charges `![1, -1]` at positions `![x, y]`. Symmetry of `W` merges the two cross terms, and the moment with l = 1 gives x − y = 0. The hypotheses `hx` and `hy` include the range 0 ≤ x, y < 1.

```lean
/-- For `p > q > 0` and an electron and a hole on one diameter strictly inside the sphere,
the sum of their self-energies and their mutual polarisation energy is nonnegative, and it
is zero exactly when the two positions coincide. -/
theorem electron_hole_polarisation {p q x y : ℝ} (hq : 0 < q) (hqp : q < p)
    (hx : |x| < 1) (hy : |y| < 1) :
    0 ≤ W p q x x / 2 + W p q y y / 2 - W p q x y ∧
      (W p q x x / 2 + W p q y y / 2 - W p q x y = 0 ↔ x = y) := by
  have hc : W p q y x = W p q x y := by simp only [W, mul_comm y x]
  have hE : W p q x x / 2 + W p q y y / 2 - W p q x y = polEnergy p q ![1, -1] ![x, y] := by
    simp only [polEnergy, Fin.sum_univ_two, Matrix.cons_val_zero, Matrix.cons_val_one, hc]
    ring
  have h := polEnergy_nonneg_and_eq_zero_iff hq hqp ![1, -1] ![x, y]
    (Fin.forall_fin_two.2 ⟨hx, hy⟩)
  refine ⟨hE ▸ h.1, fun h0 => ?_, fun hxy => ?_⟩
  · -- the dipole moment of the pair is `x - y`
    have h1 := h.2.1 (hE ▸ h0) 1
    simp only [Fin.sum_univ_two, Matrix.cons_val_zero, Matrix.cons_val_one, pow_one] at h1
    linarith
  · subst hxy
    ring

end

end DielectricDotPolarisation
```

```lean
#print axioms DielectricDotPolarisation.surface_matching
#print axioms DielectricDotPolarisation.charges_eq_zero_of_polEnergy_eq_zero
#print axioms DielectricDotPolarisation.electron_hole_polarisation
```

```
'DielectricDotPolarisation.surface_matching' depends on axioms: [propext, Classical.choice, Quot.sound]
'DielectricDotPolarisation.charges_eq_zero_of_polEnergy_eq_zero' depends on axioms: [propext, Classical.choice, Quot.sound]
'DielectricDotPolarisation.electron_hole_polarisation' depends on axioms: [propext, Classical.choice, Quot.sound]
```

## The cancellation in an exciton calculation

An effective-mass calculation of an exciton in a spherical dot can include surface polarisation through this sharp-surface model. Then ½W(x,x) and ½W(y,y) enter as one-particle potentials for the electron and the hole, and a mutual term is added to their direct attraction. That term is −W(x,y) when the two lie on one diameter; in general its l-th multipole also carries the Legendre polynomial P_l of the cosine of the angle between their positions. For classical point charges on one diameter, the theorem shows that the three terms together are never negative.

Take p = 4 and q = 1, with one charge at x = 1/2 and the other at the centre, y = 0. Then A_0 = 3/4 and A_1 = 1/4. The self-energies are about 0.415 and exactly 0.375, and the mutual term is −0.75, all in units of e²/(4πε₀R). Their sum is about 0.040, of which the dipole term ½A_1x² = 1/32 supplies most. The large monopole parts cancel because the pair is neutral.

If the series is cut off at the same l in all three terms, the result is still a sum of squares. It is then a lower bound on the full value; it never decreases as more multipoles are included, and it converges to that value.
